# Gram-Schmidt on the reversed reciprocal basis returns the direct Gram-Schmidt vectors, each scaled by 2π over its squared length

## Rows of an oblique planar lattice

Take a planar lattice with basis vectors
$$a_0=(p,0),\qquad a_1=(s,h),\qquad p,h>0 .$$
How far apart are neighbouring lattice rows parallel to $a_0$? The shear $s$ moves the rows along themselves, so the spacing is $h$. Gram-Schmidt finds it by removing from $a_1$ its component along $a_0$:
$$c_0=(p,0),\qquad c_1=(0,h).$$

The reciprocal vectors, fixed by $a_i\cdot b_j=2\pi\delta_{ij}$, are
$$b_0=2\pi\left(\frac1p,\,-\frac{s}{ph}\right),\qquad b_1=2\pi\left(0,\frac1h\right).$$
Here the shear sits in $b_0$, while $b_1$ is already perpendicular to the rows. If we start Gram-Schmidt from $b_1$ and then treat $b_0$, we get
$$2\pi\left(0,\frac1h\right)=\frac{2\pi c_1}{\|c_1\|^2},\qquad 2\pi\left(\frac1p,0\right)=\frac{2\pi c_0}{\|c_0\|^2}.$$
The directions are those of $c_1$ and $c_0$, and the lengths are inverted. Starting from $b_0$ would give a tilted frame whenever $s\neq0$.

## The duality in $n$ dimensions

Let $a_0,\dots,a_{n-1}$ be a basis of $\mathbb R^n$. Numbering starts at 0, as in the Lean code, where textbooks usually start at 1. The unnormalised Gram-Schmidt vectors are
$$c_k=a_k-\sum_{j<k}\frac{c_j\cdot a_k}{\|c_j\|^2}\,c_j ,$$
and $b_0,\dots,b_{n-1}$ is the reciprocal basis. Gram-Schmidt applied to $b_{n-1},\dots,b_0$ turns $b_i$ into
$$d_i=\frac{2\pi}{\|c_i\|^2}\,c_i .$$
After normalisation the two procedures give the same orthonormal frame, since $d_i/\|d_i\|=c_i/\|c_i\|$.

The factor $2\pi$ reflects the physicist's convention, in which $e^{iG\cdot r}$ has the period of the lattice for every integer combination $G$ of the $b_j$. In the crystallographer's convention it is replaced by 1.

## Two conditions that fix a Gram-Schmidt vector

Let $f_0,f_1,\dots$ be any finite list of vectors, $g_k$ its Gram-Schmidt vectors (where some $g_j=0$, its term is left out of the sum) and $V_k$ the span of the $f_j$ with $j<k$. Then $f_k-g_k$ lies in $V_k$, and $g_k$ is orthogonal to $V_k$.

These two properties determine $g_k$. Suppose $g$ also has them. Then
$$g_k-g=(f_k-g)-(f_k-g_k)$$
lies in $V_k$ and is orthogonal to $V_k$. It is therefore orthogonal to itself, and $g=g_k$.

The same properties give $(f_k-g_k)\cdot g_k=0$, that is,
$$f_k\cdot g_k=\|g_k\|^2 .$$

## Expansion in reciprocal vectors

Every vector $x$ satisfies
$$x=\sum_k\frac{a_k\cdot x}{2\pi}\,b_k .$$
To see this, let $y$ be the left side minus the right side. For each $j$,
$$a_j\cdot y=a_j\cdot x-\frac{a_j\cdot x}{2\pi}\,2\pi=0 .$$
The $a_j$ span the space, so $y\cdot y=0$ and $y=0$.

## Identifying $d_i$

The vector $c_i$ is nonzero, because otherwise $a_i$ would be a combination of earlier basis vectors. So $d_i$ is well defined. In the reversed list, the vectors that come before $b_i$ are the $b_j$ with $j>i$. We check the two conditions.

**Orthogonality.** The vector $c_i$ is a combination of $a_0,\dots,a_i$. For $k\le i<j$ we have $a_k\cdot b_j=0$, so $d_i\cdot b_j=0$ for all $j>i$.

**Difference.** For $k<i$, both $a_k\cdot b_i$ and $a_k\cdot c_i$ vanish. For $k=i$,
$$a_i\cdot(b_i-d_i)=2\pi-\frac{2\pi}{\|c_i\|^2}\,a_i\cdot c_i=2\pi-2\pi=0 .$$
The expansion of $b_i-d_i$ therefore contains only $b_k$ with $k>i$.

Both conditions hold, so $d_i$ is the Gram-Schmidt vector that belongs to $b_i$.

## Paired lengths and the spacing of lattice planes

Taking norms gives $\|c_i\|\,\|d_i\|=2\pi$. The reversed list starts with $b_{n-1}$, which Gram-Schmidt leaves unchanged, so for $n\ge1$
$$\|c_{n-1}\|=\frac{2\pi}{\|b_{n-1}\|}.$$

To read this as a plane spacing, take a lattice point $R=\sum_i m_ia_i$ with integers $m_i$. Its height along $c_{n-1}/\|c_{n-1}\|$ is $m_{n-1}\|c_{n-1}\|$, so neighbouring planes parallel to $a_0,\dots,a_{n-2}$ are $\|c_{n-1}\|$ apart. This passage from a basis to a lattice of integer combinations is the step that the Lean hypotheses leave to the reader.

In a slab calculation with the surface spanned by $a_0$ and $a_1$, the cell height along the surface normal is $2\pi/\|b_2\|$; this is pure cell geometry for three linearly independent vectors and says nothing about the electrons.

## The statement in Lean

```lean
import Mathlib

open InnerProductSpace
open scoped Real

namespace ReciprocalGramSchmidt

noncomputable section

variable {E : Type*} [NormedAddCommGroup E] [InnerProductSpace ℝ E] {n : ℕ}

/-- A vector orthogonal to every member of a set is orthogonal to every linear combination
of members of that set. -/
theorem inner_eq_zero_of_mem_span {S : Set E} {d x : E}
    (hS : ∀ y ∈ S, ⟪y, d⟫_ℝ = 0) (hx : x ∈ Submodule.span ℝ S) : ⟪x, d⟫_ℝ = 0 := by
  induction hx using Submodule.span_induction with
  | mem y hy => exact hS y hy
  | zero => exact inner_zero_left d
  | add y z _ _ hy hz => rw [inner_add_left, hy, hz, add_zero]
  | smul r y _ hy => rw [inner_smul_left, hy, mul_zero]

/-- Gram-Schmidt changes the `k`-th vector only by a linear combination of the earlier ones. -/
theorem sub_gramSchmidt_mem (f : Fin n → E) (k : Fin n) :
    f k - gramSchmidt ℝ f k ∈ Submodule.span ℝ (f '' Set.Iio k) := by
  have h := gramSchmidt_def'' ℝ f k
  rw [← sub_eq_iff_eq_add'] at h
  rw [h, ← span_gramSchmidt_Iio ℝ f k]
  refine Submodule.sum_mem _ fun i hi => Submodule.smul_mem _ _ (Submodule.subset_span ?_)
  exact ⟨i, Finset.mem_Iio.mp hi, rfl⟩

/-- A vector that differs from `f k` by a combination of the earlier vectors, and is orthogonal
to all of them, is the `k`-th Gram-Schmidt vector. -/
theorem gramSchmidt_unique (f : Fin n → E) (k : Fin n) (g : E)
    (hmem : f k - g ∈ Submodule.span ℝ (f '' Set.Iio k))
    (horth : ∀ j < k, ⟪f j, g⟫_ℝ = 0) : gramSchmidt ℝ f k = g := by
  -- the difference of the two candidates lies in the span and is orthogonal to it
  have hd : gramSchmidt ℝ f k - g ∈ Submodule.span ℝ (f '' Set.Iio k) := by
    have h := Submodule.sub_mem _ hmem (sub_gramSchmidt_mem f k)
    rwa [sub_sub_sub_cancel_left] at h
  have h0 : ⟪gramSchmidt ℝ f k - g, gramSchmidt ℝ f k - g⟫_ℝ = 0 := by
    refine inner_eq_zero_of_mem_span ?_ hd
    rintro _ ⟨j, hj, rfl⟩
    rw [inner_sub_right, horth j hj, real_inner_comm,
      gramSchmidt_inv_triangular ℝ f hj, sub_zero]
  exact sub_eq_zero.mp (inner_self_eq_zero.mp h0)

/-- The overlap of a vector with its own Gram-Schmidt vector is the squared length of the
latter. -/
theorem inner_gramSchmidt_self (f : Fin n → E) (k : Fin n) :
    ⟪f k, gramSchmidt ℝ f k⟫_ℝ = ‖gramSchmidt ℝ f k‖ ^ 2 := by
  have h : ⟪f k - gramSchmidt ℝ f k, gramSchmidt ℝ f k⟫_ℝ = 0 := by
    refine inner_eq_zero_of_mem_span ?_ (sub_gramSchmidt_mem f k)
    rintro _ ⟨j, hj, rfl⟩
    rw [real_inner_comm]
    exact gramSchmidt_inv_triangular ℝ f hj
  rw [inner_sub_left, real_inner_self_eq_norm_sq] at h
  linarith

/-- The reciprocal basis: `b i` is `2π` times the vector whose scalar product with any `x` is
the `i`-th coordinate of `x` in the direct basis `a`. -/
def reciprocal (a : Module.Basis (Fin n) ℝ (EuclideanSpace ℝ (Fin n))) (i : Fin n) :
    EuclideanSpace ℝ (Fin n) :=
  (2 * π) • (toDual ℝ (EuclideanSpace ℝ (Fin n))).symm
    (LinearMap.toContinuousLinearMap (a.coord i))

variable (a : Module.Basis (Fin n) ℝ (EuclideanSpace ℝ (Fin n)))

/-- Direct and reciprocal basis vectors satisfy `a i · b j = 2π δ_ij`. -/
theorem inner_reciprocal (i j : Fin n) :
    ⟪a i, reciprocal a j⟫_ℝ = if i = j then 2 * π else 0 := by
  rw [reciprocal, inner_smul_right, real_inner_comm, toDual_symm_apply]
  simp [Finsupp.single_apply]

/-- Every vector `x` is the sum of the reciprocal vectors `b k` with coefficients
`(a k · x) / 2π`. -/
theorem reciprocal_expansion (x : EuclideanSpace ℝ (Fin n)) :
    x = ∑ k, (⟪a k, x⟫_ℝ / (2 * π)) • reciprocal a k := by
  -- the difference of the two sides is orthogonal to the whole direct basis, hence to itself
  refine sub_eq_zero.mp ((inner_self_eq_zero (𝕜 := ℝ)).mp
    (inner_eq_zero_of_mem_span (S := Set.range ⇑a) ?_
      (by rw [a.span_eq]; exact Submodule.mem_top)))
  rintro _ ⟨j, rfl⟩
  rw [inner_sub_right, sub_eq_zero]
  simp only [inner_sum, inner_smul_right, inner_reciprocal, mul_ite, mul_zero,
    Finset.sum_ite_eq, Finset.mem_univ, if_true]
  exact (div_mul_cancel₀ _ (by positivity)).symm

/-- Vectors `b j` with `a i · b j = 2π δ_ij` are the reciprocal basis of `a`. -/
theorem eq_reciprocal (b : Fin n → EuclideanSpace ℝ (Fin n))
    (hb : ∀ i j, ⟪a i, b j⟫_ℝ = if i = j then 2 * π else 0) : b = reciprocal a := by
  funext j
  have h2 : 2 * π ≠ 0 := by positivity
  rw [reciprocal_expansion a (b j), Finset.sum_eq_single j]
  · rw [hb, if_pos rfl, div_self h2, one_smul]
  · intro k _ hk
    rw [hb, if_neg hk, zero_div, zero_smul]
  · intro h
    exact absurd (Finset.mem_univ j) h

/-- Gram-Schmidt duality: if `c i` are the Gram-Schmidt vectors of the direct basis, then
Gram-Schmidt on the reciprocal basis taken in reversed order turns `b i` into
`2π c i / ‖c i‖²`. -/
theorem gramSchmidt_reciprocal_rev (i : Fin n) :
    gramSchmidt ℝ (fun j : Fin n => reciprocal a j.rev) i.rev
      = (2 * π / ‖gramSchmidt ℝ (⇑a) i‖ ^ 2) • gramSchmidt ℝ (⇑a) i := by
  have hne : ‖gramSchmidt ℝ (⇑a) i‖ ^ 2 ≠ 0 :=
    pow_ne_zero 2 (norm_ne_zero_iff.mpr (gramSchmidt_ne_zero i a.linearIndependent))
  apply gramSchmidt_unique
  · -- the difference is orthogonal to `a k` for `k ≤ i`, so only `b k` with `k > i` enter
    have key : reciprocal a i
        - (2 * π / ‖gramSchmidt ℝ (⇑a) i‖ ^ 2) • gramSchmidt ℝ (⇑a) i
        ∈ Submodule.span ℝ ((fun j : Fin n => reciprocal a j.rev) '' Set.Iio i.rev) := by
      rw [reciprocal_expansion a (reciprocal a i
        - (2 * π / ‖gramSchmidt ℝ (⇑a) i‖ ^ 2) • gramSchmidt ℝ (⇑a) i)]
      refine Submodule.sum_mem _ fun k _ => ?_
      rcases lt_trichotomy i k with h | h | h
      · exact Submodule.smul_mem _ _
          (Submodule.subset_span ⟨k.rev, Fin.rev_lt_rev.mpr h, by simp⟩)
      · subst h
        rw [inner_sub_right, inner_smul_right, inner_reciprocal, inner_gramSchmidt_self,
          if_pos rfl, div_mul_cancel₀ _ hne, sub_self, zero_div, zero_smul]
        exact Submodule.zero_mem _
      · have h0 : ⟪a k, gramSchmidt ℝ (⇑a) i⟫_ℝ = 0 := by
          rw [real_inner_comm]
          exact gramSchmidt_inv_triangular ℝ (⇑a) h
        rw [inner_sub_right, inner_smul_right, inner_reciprocal, h0, if_neg h.ne,
          mul_zero, sub_zero, zero_div, zero_smul]
        exact Submodule.zero_mem _
    simpa only [Fin.rev_rev] using key
  · -- `c i` is built from `a k` with `k ≤ i`, all orthogonal to the later `b j`
    intro j hj
    have hij : i < j.rev := by
      have h := Fin.rev_lt_rev.mpr hj
      rwa [Fin.rev_rev] at h
    have h0 : ⟪gramSchmidt ℝ (⇑a) i, reciprocal a j.rev⟫_ℝ = 0 := by
      refine inner_eq_zero_of_mem_span ?_ (gramSchmidt_mem_span ℝ (⇑a) (le_refl i))
      rintro _ ⟨k, hk, rfl⟩
      rw [inner_reciprocal, if_neg (lt_of_le_of_lt hk hij).ne]
    rw [inner_smul_right, real_inner_comm, h0, mul_zero]

/-- The Gram-Schmidt length of `a i` times the Gram-Schmidt length of `b i`, the latter taken
in reversed order, is `2π`. -/
theorem norm_mul_norm_gramSchmidt (i : Fin n) :
    ‖gramSchmidt ℝ (⇑a) i‖
      * ‖gramSchmidt ℝ (fun j : Fin n => reciprocal a j.rev) i.rev‖ = 2 * π := by
  have hne : ‖gramSchmidt ℝ (⇑a) i‖ ≠ 0 :=
    norm_ne_zero_iff.mpr (gramSchmidt_ne_zero i a.linearIndependent)
  rw [gramSchmidt_reciprocal_rev, norm_smul, Real.norm_of_nonneg (by positivity)]
  field_simp

/-- The last Gram-Schmidt vector of the direct basis has length `2π` divided by the length of the
last reciprocal vector. -/
theorem norm_gramSchmidt_last {m : ℕ}
    (a : Module.Basis (Fin (m + 1)) ℝ (EuclideanSpace ℝ (Fin (m + 1)))) :
    ‖gramSchmidt ℝ (⇑a) (Fin.last m)‖ = 2 * π / ‖reciprocal a (Fin.last m)‖ := by
  -- the first vector of the reversed list is left unchanged
  have hz : gramSchmidt ℝ (fun j : Fin (m + 1) => reciprocal a j.rev) 0
      = reciprocal a (Fin.last m) :=
    gramSchmidt_unique _ _ _ (by simp) fun j hj => absurd hj (Fin.not_lt_zero j)
  have h := norm_mul_norm_gramSchmidt a (Fin.last m)
  rw [Fin.rev_last, hz] at h
  have hb : ‖reciprocal a (Fin.last m)‖ ≠ 0 := by
    intro h0
    rw [h0, mul_zero] at h
    exact (by positivity : 2 * π ≠ 0) h.symm
  exact (eq_div_iff hb).mpr h

end

end ReciprocalGramSchmidt
```

```lean
#print axioms ReciprocalGramSchmidt.eq_reciprocal
-- 'ReciprocalGramSchmidt.eq_reciprocal' depends on axioms: [propext, Classical.choice, Quot.sound]
#print axioms ReciprocalGramSchmidt.gramSchmidt_reciprocal_rev
-- 'ReciprocalGramSchmidt.gramSchmidt_reciprocal_rev' depends on axioms: [propext, Classical.choice, Quot.sound]
#print axioms ReciprocalGramSchmidt.norm_gramSchmidt_last
-- 'ReciprocalGramSchmidt.norm_gramSchmidt_last' depends on axioms: [propext, Classical.choice, Quot.sound]
```

## What the Lean objects stand for

The direct basis is `a`, a `Module.Basis` indexed by `Fin n` in `EuclideanSpace ℝ (Fin n)`. Its type contains both linear independence and spanning, and the number of vectors equals the dimension. A two-dimensional lattice embedded in three-dimensional space must first be described in its own plane.

The expression `⟪x, y⟫_ℝ` is the scalar product, and `gramSchmidt ℝ a i` is $c_i$, without normalisation. The function `reciprocal a` is defined without reference to the $2\pi\delta_{ij}$ relation: `a.coord i` reads off the $i$-th coordinate of a vector, the inverse of `toDual` turns this functional into the vector that represents it, and the result is multiplied by $2\pi$. The textbook relation is then the theorem `inner_reciprocal`, and `eq_reciprocal` shows that no other family of vectors satisfies it.

The main theorem, `gramSchmidt_reciprocal_rev`, says that for every `i` the Gram-Schmidt vector at position `i.rev` of the reversed reciprocal list is $2\pi c_i/\|c_i\|^2$. The theorem `norm_mul_norm_gramSchmidt` is the product of paired lengths. In `norm_gramSchmidt_last` the dimension is written `m + 1`, so that a last vector exists. All of this concerns real numbers; the rounding errors of a numerical Gram-Schmidt procedure are a separate matter.

## From the lemmas to the duality

The general lemmas hold in any real inner product space. `inner_eq_zero_of_mem_span` extends orthogonality from a set to its span, by induction on how a linear combination is built. `sub_gramSchmidt_mem` states that $f_k-g_k$ lies in $V_k$. `gramSchmidt_unique` is the uniqueness argument: `hd` places the difference of the two candidates in the span, and `h0` shows that its scalar product with itself vanishes. `inner_gramSchmidt_self` is the identity $f_k\cdot g_k=\|g_k\|^2$.

`reciprocal_expansion` tests the difference of the two sides against each `a j`, as above. `eq_reciprocal` applies this expansion to a candidate `b j`, where only one term survives.

In the main theorem, `hne` records that $\|c_i\|^2\neq0$, and `apply gramSchmidt_unique` leaves the two conditions to check. For the difference, `key` expands $b_i-d_i$ and `lt_trichotomy i k` splits the sum. Terms with $k>i$ belong to the allowed span, while those with $k=i$ and $k<i$ have zero coefficient. For orthogonality, `gramSchmidt_mem_span` supplies the fact that $c_i$ is a combination of $a_0,\dots,a_i$.

The length product follows by taking norms. For the spacing formula, `hz` applies the uniqueness lemma at position 0, where there are no earlier vectors and both conditions are immediate.

## How `Fin.rev` reverses the list

Mathlib's `gramSchmidt` takes a function on an ordered index type and works upwards through the order. The list is therefore reversed by relabelling its positions. On `Fin n`, `Fin.rev` sends $i$ to $n-1-i$, and the reversed list is the function `fun j => reciprocal a j.rev`. At position `i.rev` it holds `reciprocal a i.rev.rev`, which is $b_i$ because reversing twice does nothing; this is `Fin.rev_rev`.

The second fact needed is `Fin.rev_lt_rev`, which says that `rev` turns an inequality around. If $i<k$, then `k.rev < i.rev`, so $b_k$ comes before $b_i$ in the reversed list. The proof uses this once to place $b_k$ in the allowed span, and once more, together with `Fin.rev_rev`, to conclude from `j < i.rev` that the vector at position `j` has an original index above $i$.

## Projecting the crystal along $a_0$

The same orthogonality argument answers a neighbouring question. For $n\ge2$, project the direct vectors onto the hyperplane perpendicular to $a_0$:
$$Pa_i=a_i-\frac{a_0\cdot a_i}{\|a_0\|^2}\,a_0,\qquad i\ge1 .$$
For $j\ge1$ the vector $b_j$ is orthogonal to $a_0$, so it lies in that hyperplane and does not notice the removed component:
$$Pa_i\cdot b_j=a_i\cdot b_j=2\pi\delta_{ij}.$$
Thus $b_1,\dots,b_{n-1}$ is the reciprocal basis of the projected vectors. In a three-dimensional crystal whose lattice consists of the integer combinations of $a_0,a_1,a_2$, the reciprocal lattice vectors perpendicular to $a_0$ form the reciprocal lattice of the direct lattice projected along $a_0$. The projected arrangement of atoms can have additional, shorter periods, for example when the crystal has a suitable glide plane. This projection result is argued here in ordinary mathematics and has no theorem in the Lean code.
